# An operator on a finite-dimensional complex space is zero if its expectation value vanishes in every state

The theorem concerns a complex square matrix `M` over a finite index type, not assumed Hermitian: if ψ\*Mψ = 0 for every vector ψ, then `M` = 0. The vectors are unnormalised, so for nonzero ψ the expectation value is ψ\*Mψ divided by ψ\*ψ, and it vanishes exactly when ψ\*Mψ does. The proof applies the hypothesis to the superpositions x + y and x + iy to show that every matrix element x\*My is zero. Choosing x = My then makes the squared norm of My zero, so My = 0 for every y, and letting y run over the standard basis vectors shows that each entry of `M` is zero.

Lean 4 with Mathlib refuses this proof:

```lean
import Mathlib

open Matrix
open scoped ComplexOrder

namespace LindbladDrift

noncomputable section

variable {n κ : Type*} [Fintype n] [Fintype κ]

/-- A complex matrix `M` with `ψ* M ψ = 0` for every vector `ψ` is zero. -/
theorem eq_zero_of_expectation (M : Matrix n n ℂ)
    (h : ∀ ψ : n → ℂ, star ψ ⬝ᵥ (M *ᵥ ψ) = 0) : M = 0 := by
  classical
  -- polarization: the superpositions x + y and x + iy give all matrix elements
  have key : ∀ x y : n → ℂ, star x ⬝ᵥ (M *ᵥ y) = 0 := by
    intro x y
    have h1 := h (x + y)
    have h2 := h (x + Complex.I • y)
    simp only [star_add, star_smul, mulVec_add, mulVec_smul, add_dotProduct, dotProduct_add,
      smul_dotProduct, dotProduct_smul, h, smul_eq_mul, Complex.star_def,
      Complex.conj_I] at h1 h2
    linear_combination (1 / 2) * h1 - (Complex.I / 2) * h2
      + (1 / 2) * (star x ⬝ᵥ (M *ᵥ y) - star y ⬝ᵥ (M *ᵥ x)) * Complex.I_mul_I
  have hv : ∀ y : n → ℂ, M *ᵥ y = 0 := by
    intro y
    have h3 := key (M *ᵥ y) y
    rw [dotProduct_comm] at h3
    exact dotProduct_star_self_eq_zero.mp h3
  ext i j
  have h4 := congrFun (hv (Pi.single j 1)) i
  simpa using h4

end

end LindbladDrift
```

Compiling this gives:

```
Main.lean:30:42: error: Application type mismatch: The argument
  h3
has type
  M *ᵥ y ⬝ᵥ star (M *ᵥ y) = 0
but is expected to have type
  star (M *ᵥ y) ⬝ᵥ M *ᵥ y = 0
in the application
  dotProduct_star_self_eq_zero.mp h3
```

As a diff, the version that Lean accepts:

```diff
@@ -26,7 +26,5 @@
   have hv : ∀ y : n → ℂ, M *ᵥ y = 0 := by
     intro y
-    have h3 := key (M *ᵥ y) y
-    rw [dotProduct_comm] at h3
-    exact dotProduct_star_self_eq_zero.mp h3
+    exact dotProduct_star_self_eq_zero.mp (key (M *ᵥ y) y)
   ext i j
   have h4 := congrFun (hv (Pi.single j 1)) i
```

Cause. The message says that `dotProduct_star_self_eq_zero.mp` expects a proof of `star (M *ᵥ y) ⬝ᵥ M *ᵥ y = 0`, with the conjugated vector on the left, but `h3` has it on the right. The two products are equal, since multiplication in ℂ commutes, but Lean does not apply that commutativity by itself when it checks the argument's type.

The wrong order came from the proof's own rewrite. As first obtained from `key (M *ᵥ y) y`, `h3` had exactly the form the lemma wants, and `rw [dotProduct_comm] at h3` swapped the factors. The repair drops that rewrite, which is what cures the error. Passing `key (M *ᵥ y) y` directly instead of naming it `h3` first is mere tidying.
